# A Scaling Inequality for the Constrained-Search Correlation Energy

Squeeze the electron density of an atom or molecule uniformly, so that every length shrinks by a factor g and the number of electrons stays the same. If a wavefunction is squeezed in the same way, its kinetic energy grows as g² and its Coulomb repulsion only as g. How fast can the correlation energy grow in magnitude? A bound is useful in electronic structure theory as a test: an approximate correlation functional that violates it for some density cannot be exact, provided that the minimizing states assumed below exist.

## At most linear growth under compression

Let S be the set of trial states that yield the unscaled density. A state s has kinetic energy t(s) and repulsion energy v(s). Scaling the coordinates turns the states in S into the trial states for the scaled density, with energies g² t(s) and g v(s). The constrained-search functional at the scaled density is therefore

F(g) = min over s in S of [g² t(s) + g v(s)],

and this minimum is assumed to be attained for every g > 0. Let s0 be a state that minimizes t alone, in the role of the Kohn–Sham reference state. The correlation energy is

C(g) = F(g) − g² t(s0) − g v(s0).

The claim is that C(g) ≤ 0 and that C(g)/g is nondecreasing for g > 0, so that C(g) ≥ g C(1) for g ≥ 1.

The sign follows because s0 is itself a trial state, so F(g) ≤ g² t(s0) + g v(s0).

For monotonicity, take g, h > 0, with r optimal at g and s optimal at h. Inserting r into the definition and dividing by g gives

C(g)/g = g (t(r) − t(s0)) + v(r) − v(s0).

Since r is optimal at g, using s as a trial state there can only raise the energy:

C(g)/g ≤ g (t(s) − t(s0)) + v(s) − v(s0)
= C(h)/h + (g − h)(t(s) − t(s0)).

If g ≤ h, the last term is not positive, because t(s) ≥ t(s0). Hence C(g)/g ≤ C(h)/h. Comparing scaling 1 with a scaling g ≥ 1 gives C(1) ≤ C(g)/g, which is the scaling inequality.

The choice of reference matters. Take a model with two states a and b, where t(a) = 2, v(a) = 1, t(b) = 1, v(b) = 2, and use a as the reference, although it does not minimize t. Then C(g) = min(0, g − g²), so C(1) = 0 but C(2) = −2. With an arbitrary trial state as reference, both the monotonicity and the scaling inequality can fail, while C(g) ≤ 0 survives.

## Trial states and energies in Lean

The trial states form an arbitrary type `S`, and `t` and `v` are arbitrary real functions on it. Wavefunctions, densities and the Coulomb law do not appear; they enter only through the powers g² and g.

```lean
import Mathlib

open Set

namespace CorrelationScaling

noncomputable section

variable {S : Type*}
```

`IsOptimal t v g s` says that `s` attains the minimum at scaling `g`.

```lean
/-- The state `s` minimizes the scaled energy `g² t + g v` among all trial states. -/
def IsOptimal (t v : S → ℝ) (g : ℝ) (s : S) : Prop :=
  ∀ r, g ^ 2 * t s + g * v s ≤ g ^ 2 * t r + g * v r
```

The functional is written as an infimum over all of `S`. Lean assigns a conventional value to an infimum over an empty set or over a set that is not bounded below, but an optimal state rules both cases out.

```lean
/-- The constrained-search functional at scaling `g`: the infimum of `g² t + g v` over the trial
states, provided that there are any and that their energies are bounded below. -/
def searchF (t v : S → ℝ) (g : ℝ) : ℝ := ⨅ s, (g ^ 2 * t s + g * v s)
```

The correlation energy subtracts the scaled energy of `s0`. The definition accepts any reference state; that `s0` minimizes `t` is a hypothesis of the theorems that need it.

```lean
/-- The correlation energy at scaling `g`: the constrained-search functional minus the scaled
energy of the reference state `s0`. -/
def corr (t v : S → ℝ) (s0 : S) (g : ℝ) : ℝ :=
  searchF t v g - g ^ 2 * t s0 - g * v s0
```

## Comparing two scalings

The first lemma replaces the infimum by the energy of an optimal state. It is bounded above by that energy (`ciInf_le`) and below by optimality (`le_ciInf`); `ring` then collects the differences.

```lean
/-- If `s` is optimal at scaling `g`, the correlation energy is the scaled kinetic energy
difference plus the scaled repulsion difference between `s` and the reference state. -/
theorem corr_eq {t v : S → ℝ} {g : ℝ} {s : S} (h : IsOptimal t v g s) (s0 : S) :
    corr t v s0 g = g ^ 2 * (t s - t s0) + g * (v s - v s0) := by
  have : Nonempty S := ⟨s⟩
  have hF : searchF t v g = g ^ 2 * t s + g * v s := by
    unfold searchF
    apply le_antisymm
    · refine ciInf_le ⟨g ^ 2 * t s + g * v s, ?_⟩ s
      rintro _ ⟨r, rfl⟩
      exact h r
    · exact le_ciInf h
  unfold corr
  rw [hF]
  ring
```

Next comes the comparison of two scalings, with `r` and `s` as in the derivation. The auxiliary statement `key` carries out the division by the scaling, and `h1` is the trial-state inequality after a factor `g` has been cancelled. Nothing is assumed about `s0` here.

```lean
/-- For positive scalings `g` and `h` with optimal states `r` and `s`, the correlation energy per
unit scaling at `g` lies on or below the line through its value at `h` whose slope is the kinetic
energy difference between `s` and the reference state. -/
theorem corr_div_le {t v : S → ℝ} {g h : ℝ} {r s : S} (s0 : S) (hg : 0 < g) (hh : 0 < h)
    (hr : IsOptimal t v g r) (hs : IsOptimal t v h s) :
    corr t v s0 g / g ≤ corr t v s0 h / h + (g - h) * (t s - t s0) := by
  have key : ∀ x a b : ℝ, 0 < x → (x ^ 2 * a + x * b) / x = x * a + b := by
    intro x a b hx
    rw [div_eq_iff hx.ne']
    ring
  rw [corr_eq hr, corr_eq hs, key _ _ _ hg, key _ _ _ hh]
  -- the optimal state at `h` serves as a trial state at `g`
  have h1 : g * t r + v r ≤ g * t s + v s := by
    refine le_of_mul_le_mul_left ?_ hg
    have h2 := hr s
    nlinarith [h2]
  nlinarith [h1]
```

The main theorem combines the three claims. Its hypothesis `h0` says that `s0` minimizes the kinetic energy, and `hatt` that an optimal state exists at every positive scaling; this existence is assumed, not derived from properties of electrons. `MonotoneOn ... (Ioi 0)` means nondecreasing on g > 0. In its proof, `h2` is the sign of the last term in the comparison. The other two parts use `s0` as a trial state and compare scaling 1 with `g`.

```lean
/-- Let `s0` minimize the kinetic energy and let the constrained search be attained at every
positive scaling. Then the correlation energy `C(g)` is not positive for `g > 0`, `C(g)/g` is
nondecreasing for `g > 0`, and `C(g) ≥ g C(1)` for `g ≥ 1`. -/
theorem correlation_scaling {t v : S → ℝ} {s0 : S} (h0 : ∀ s, t s0 ≤ t s)
    (hatt : ∀ g : ℝ, 0 < g → ∃ s, IsOptimal t v g s) :
    (∀ g : ℝ, 0 < g → corr t v s0 g ≤ 0) ∧
    MonotoneOn (fun g => corr t v s0 g / g) (Ioi 0) ∧
    (∀ g : ℝ, 1 ≤ g → g * corr t v s0 1 ≤ corr t v s0 g) := by
  have hmono : MonotoneOn (fun g => corr t v s0 g / g) (Ioi 0) := by
    intro a ha b hb hab
    obtain ⟨r, hr⟩ := hatt a ha
    obtain ⟨s, hs⟩ := hatt b hb
    have h1 := corr_div_le s0 ha hb hr hs
    -- the kinetic energy difference is nonnegative
    have h2 := mul_nonneg (sub_nonneg.2 hab) (sub_nonneg.2 (h0 s))
    show corr t v s0 a / a ≤ corr t v s0 b / b
    linarith
  refine ⟨?_, hmono, ?_⟩
  · intro g hg
    obtain ⟨s, hs⟩ := hatt g hg
    have h1 := hs s0
    rw [corr_eq hs]
    linarith
  · intro g hg
    have hpos : 0 < g := lt_of_lt_of_le one_pos hg
    have h1 : corr t v s0 1 / 1 ≤ corr t v s0 g / g :=
      hmono (mem_Ioi.2 one_pos) (mem_Ioi.2 hpos) hg
    rw [div_one, le_div_iff₀ hpos] at h1
    linarith
```

## Expansion and strict inequality

For 0 < g ≤ 1 the density is stretched, and the same monotonicity, read from g up to 1, reverses the inequality.

```lean
/-- Let `s0` minimize the kinetic energy and let the search be attained at every positive
scaling. Towards low density, `0 < g ≤ 1`, the inequality is reversed: `C(g) ≤ g C(1)`. -/
theorem corr_le_of_le_one {t v : S → ℝ} {s0 : S} (h0 : ∀ s, t s0 ≤ t s)
    (hatt : ∀ g : ℝ, 0 < g → ∃ s, IsOptimal t v g s) {g : ℝ} (hg : 0 < g) (hg1 : g ≤ 1) :
    corr t v s0 g ≤ g * corr t v s0 1 := by
  have h1 : corr t v s0 g / g ≤ corr t v s0 1 / 1 :=
    (correlation_scaling h0 hatt).2.1 (mem_Ioi.2 hg) (mem_Ioi.2 one_pos) hg1
  rw [div_one, div_le_iff₀ hg] at h1
  linarith
```

The inequality is strict for g > 1 if `s0` is the only minimizer of `t` and C(1) < 0. For this hypothesis, wavefunctions that differ only by a global phase must be counted as one state in `S`. If the reference state has nonzero total spin, all wavefunctions of its spin multiplet, superpositions included, must also be counted as one state, since they have the same density and the same energies. Let s be optimal at g. If s = s0, then C(g) = 0, which exceeds g C(1). Otherwise t(s) > t(s0), and the term (1 − g)(t(s) − t(s0)) in the comparison is strictly negative. The `by_cases` step makes this division.

```lean
/-- If `s0` is the only minimizer of the kinetic energy, the search is attained at every
positive scaling and `C(1) < 0`, then `C(g) > g C(1)` for every `g > 1`. -/
theorem corr_strict {t v : S → ℝ} {s0 : S} (h0 : ∀ s, s ≠ s0 → t s0 < t s)
    (hatt : ∀ g : ℝ, 0 < g → ∃ s, IsOptimal t v g s) (hC : corr t v s0 1 < 0)
    {g : ℝ} (hg : 1 < g) : g * corr t v s0 1 < corr t v s0 g := by
  have hpos : 0 < g := one_pos.trans hg
  obtain ⟨r, hr⟩ := hatt 1 one_pos
  obtain ⟨s, hs⟩ := hatt g hpos
  by_cases hss : s = s0
  · -- an optimal reference state means no correlation at `g`
    have h1 : corr t v s0 g = 0 := by
      rw [corr_eq hs, hss]
      ring
    rw [h1]
    exact mul_neg_of_pos_of_neg hpos hC
  · have h1 := corr_div_le s0 one_pos hpos hr hs
    have h2 := mul_pos (sub_pos.2 hg) (sub_pos.2 (h0 s hss))
    have h3 : corr t v s0 1 < corr t v s0 g / g := by
      rw [div_one] at h1
      linarith
    rw [lt_div_iff₀ hpos] at h3
    linarith
```

## The virial relation

Let s be optimal at g, and keep it fixed while the scaling x > 0 varies. The difference

D(x) = x² (t(s) − t(s0)) + x (v(s) − v(s0)) − C(x)

is never negative, and D(g) = 0. If C is differentiable at g, then D'(g) = 0, that is,

C'(g) = 2g (t(s) − t(s0)) + v(s) − v(s0).

Multiplying by g gives

g C'(g) = C(g) + g² (t(s) − t(s0)).

The last term is the kinetic part of the correlation energy. In the code `hloc` is the local minimum, `hd` the derivative of D and `hz` its vanishing. Differentiability is a hypothesis, whereas minimality of `s0` is not needed.

```lean
/-- Virial relation: let the search be attained at every positive scaling, with `s` optimal at
`g > 0`. If the correlation energy has derivative `C'` at `g`, then `g C'` equals `C(g)` plus
the scaled kinetic energy difference between `s` and the reference state. -/
theorem corr_virial {t v : S → ℝ} {s0 s : S} {g C' : ℝ}
    (hatt : ∀ x : ℝ, 0 < x → ∃ r, IsOptimal t v x r) (hg : 0 < g)
    (hs : IsOptimal t v g s) (hC : HasDerivAt (corr t v s0) C' g) :
    g * C' = corr t v s0 g + g ^ 2 * (t s - t s0) := by
  -- the energy of the fixed state `s`, relative to that of the reference state, touches the
  -- correlation energy from above at `g`
  have hloc : IsLocalMin
      (fun x => x ^ 2 * (t s - t s0) + x * (v s - v s0) - corr t v s0 x) g := by
    refine Filter.mem_of_superset (Ioi_mem_nhds hg) ?_
    intro x hx
    obtain ⟨r, hr⟩ := hatt x hx
    have h1 := hr s
    show g ^ 2 * (t s - t s0) + g * (v s - v s0) - corr t v s0 g
      ≤ x ^ 2 * (t s - t s0) + x * (v s - v s0) - corr t v s0 x
    rw [corr_eq hs, corr_eq hr]
    linarith
  have hd : HasDerivAt
      (fun x => x ^ 2 * (t s - t s0) + x * (v s - v s0) - corr t v s0 x)
      (2 * g * (t s - t s0) + (v s - v s0) - C') g := by
    have h1 := (((hasDerivAt_pow 2 g).mul_const (t s - t s0)).fun_add
      ((hasDerivAt_id' g).mul_const (v s - v s0))).fun_sub hC
    refine h1.congr_deriv ?_
    norm_num
  have hz := hloc.hasDerivAt_eq_zero hd
  rw [corr_eq hs]
  linear_combination (-g) * hz
```

## A model with one coordinate

This example illustrates the algebra and does not describe the electrons of an atom or molecule, whose kinetic energy is never zero. Let the states be real numbers x, with t = x², v = (x − 1)² and reference state 0. Completing the square gives

g² x² + g (x − 1)² = g(1 + g) (x − 1/(1 + g))² + g²/(1 + g).

The optimal state is therefore 1/(1 + g), and subtracting the reference energy g leaves C(g) = −g/(1 + g). Here C(g)/g = −1/(1 + g) increases with g, as it must. The proof verifies the completed square by `linear_combination`, with y standing for 1/(1 + g) and the relation (1 + g) y = 1.

```lean
/-- For trial states on the real line with `t = x²`, `v = (x - 1)²` and reference state `0`,
the state `1/(1+g)` is optimal at each `g > 0` and the correlation energy is `-g/(1+g)`. -/
theorem correlation_scaling_witness {g : ℝ} (hg : 0 < g) :
    IsOptimal (fun x : ℝ => x ^ 2) (fun x => (x - 1) ^ 2) g (1 / (1 + g)) ∧
    corr (fun x : ℝ => x ^ 2) (fun x => (x - 1) ^ 2) 0 g = -g / (1 + g) := by
  have hne : 1 + g ≠ 0 := by positivity
  have hopt : IsOptimal (fun x : ℝ => x ^ 2) (fun x => (x - 1) ^ 2) g (1 / (1 + g)) := by
    intro x
    -- complete the square around the optimal state
    have h1 : g ^ 2 * x ^ 2 + g * (x - 1) ^ 2
        - (g ^ 2 * (1 / (1 + g)) ^ 2 + g * (1 / (1 + g) - 1) ^ 2)
        = g * (1 + g) * (x - 1 / (1 + g)) ^ 2 := by
      have hy : (1 + g) * (1 / (1 + g)) = 1 := mul_one_div_cancel hne
      generalize 1 / (1 + g) = y at hy ⊢
      linear_combination (2 * g * x - 2 * g * y) * hy
    have h2 : 0 ≤ g * (1 + g) * (x - 1 / (1 + g)) ^ 2 := by positivity
    show g ^ 2 * (1 / (1 + g)) ^ 2 + g * (1 / (1 + g) - 1) ^ 2
      ≤ g ^ 2 * x ^ 2 + g * (x - 1) ^ 2
    linarith
  refine ⟨hopt, ?_⟩
  rw [corr_eq hopt, eq_div_iff hne]
  have hy : (1 + g) * (1 / (1 + g)) = 1 := mul_one_div_cancel hne
  generalize 1 / (1 + g) = y at hy ⊢
  linear_combination (g * (1 + g) * y - g) * hy

end

end CorrelationScaling
```

```lean
#print axioms CorrelationScaling.correlation_scaling
#print axioms CorrelationScaling.corr_le_of_le_one
#print axioms CorrelationScaling.corr_strict
#print axioms CorrelationScaling.corr_virial
```

```
'CorrelationScaling.correlation_scaling' depends on axioms: [propext, Classical.choice, Quot.sound]
'CorrelationScaling.corr_le_of_le_one' depends on axioms: [propext, Classical.choice, Quot.sound]
'CorrelationScaling.corr_strict' depends on axioms: [propext, Classical.choice, Quot.sound]
'CorrelationScaling.corr_virial' depends on axioms: [propext, Classical.choice, Quot.sound]
```
